# The Cooper logarithm and the weak-coupling law for the Thouless temperature of a ladder with constant density of states

## Is the exponential law for the pairing temperature a theorem?

My conventions: the Boltzmann constant is 1, T > 0 is the temperature, W > 0 an energy cutoff, g > 0 a dimensionless attraction, and

    F(L) = ∫₀^L tanh(x)/x dx.

For bare propagators and for a density of states and an attraction that are constant within W of the Fermi level, the Thouless condition for the particle-particle ladder at zero total momentum and frequency is

    g F(W/(2T)) = 1.

I was taught to replace F(L) by ln L plus a constant and to read off T ∝ W exp(−1/g). That uses three things I have never seen justified: that F(L) − ln L converges, that the condition has exactly one positive solution T(g), and that T(g) exp(1/g) has a positive limit as g → 0⁺. Can this be made rigorous, with error bounds, and checked by a machine?

## Yes for W, g > 0: the model behind F

Take fermions with energy ξ measured from the Fermi level, a constant density of states N per spin, and an attraction of constant strength V > 0 that acts between time-reversed pairs with |ξ| < W. The cutoff stands for the energy range of the attraction, such as a phonon scale. At zero total momentum and frequency, with bare propagators and Matsubara frequencies ωₙ = (2n+1)πT for integer n, one rung of the ladder contributes the bubble

    χ(T) = N ∫_{−W}^{W} dξ T Σₙ 1/(ωₙ² + ξ²) = N ∫_{−W}^{W} dξ tanh(ξ/(2T))/(2ξ) = N F(W/(2T)),

where the last step uses evenness and x = ξ/(2T). With g = NV each rung multiplies the pair vertex by g F(W/(2T)), so the ladder is a geometric series in this number. This reduction is the starting point and is not formalised: Thouless's criterion as a statement about the divergence of a many-body T-matrix enters here as the scalar equation it becomes in this model.

## From bounds on tanh to the logarithm

Let x > 0 and u = e^(2x), so that tanh x = (u − 1)/(u + 1). From u ≥ 1 + 2x > 1 follows 0 < tanh x ≤ 1, and

    1 − tanh x = 2/(u + 1) ≤ 1/(1 + x) ≤ 1/x.

Multiplying e^(−2x) ≥ 1 − 2x by u gives u − 1 ≤ 2xu ≤ 2x(u + 1), that is tanh x ≤ 2x. The kernel k(x) = tanh(x)/x is even, so |k| ≤ 2 everywhere. Hence F is continuous, F′ = k > 0 on x > 0, F is strictly increasing on L ≥ 0, and F(L) ≤ 2L for L > 0.

Define D(L) = F(L) − ln L and E(L) = D(L) − 1/L for L > 0. Then

    D′(L) = −(1 − tanh L)/L ≤ 0,
    E′(L) = [1/L − (1 − tanh L)]/L ≥ 0.

For any a, b > 0 and m = max(a, b),

    E(a) ≤ E(m) < D(m) ≤ D(b).

Every value of E is therefore a lower bound for all values of D. The infimum C of D is finite, and E(L) ≤ C ≤ D(L), which reads

    C ≤ F(L) − ln L ≤ C + 1/L.

As L → ∞ both sides meet, so F(L) − ln L → C.

## The Thouless temperature and its weak-coupling form

Put L₁ = exp(1/g − C). The lower bound gives F(L₁) ≥ C + ln L₁ = 1/g, while F(0) = 0 < 1/g. By the intermediate value theorem F(L) = 1/g for some L in (0, L₁], and T = W/(2L) solves the condition. Two positive solutions S and T have F(W/(2S)) = F(W/(2T)); strict monotonicity gives W/(2S) = W/(2T), so S = T.

For a solution T and L = W/(2T), use T = W/(2L) and 1/g = F(L):

    T e^(1/g) = (W/2) exp(F(L) − ln L).

Also 1 = g F(L) ≤ 2gL, so 1/L ≤ 2g: weak coupling forces a large reduced cutoff. Inserting the two-sided bound,

    (W/2) e^C ≤ T e^(1/g) ≤ (W/2) e^C e^(2g),

and T(g) e^(1/g) → (W/2) e^C > 0 as g → 0⁺. Finally, with Tc the solution and T > 0 arbitrary, r = g F(W/(2T)) is positive, and

    Σₙ rⁿ converges ⇔ r < 1 ⇔ F(W/(2T)) < F(W/(2Tc)) ⇔ W/(2T) < W/(2Tc) ⇔ Tc < T.

For a constant density of states, a sharp cutoff and bare propagators, this bounds the relative error of the exponential estimate of a pairing temperature by e^(2g) − 1, and it locates the temperature range in which a rung-by-rung summation at zero total momentum and frequency converges. The bound e^(2g) − 1 is far from sharp: since 1 − tanh x ≤ 2e^(−2x), one has D(L) − C = ∫_L^∞ (1 − tanh x)/x dx ≤ e^(−2L)/L with L ≥ e^(1/g − C − 2g), so the actual error at small g is much smaller than order g. This refinement is not formalised.

## The Lean file

```lean
import Mathlib

open Set Filter Topology MeasureTheory

namespace ThoulessCriterion

noncomputable section

/-- Kernel tanh(x)/x of the particle-particle bubble, with x = energy / (2T). -/
def kernel (x : ℝ) : ℝ := Real.tanh x / x

/-- The pair bubble F(L), the integral of tanh(x)/x from 0 to L. -/
def bubble (L : ℝ) : ℝ := ∫ x in (0 : ℝ)..L, kernel x

/-- The Thouless condition g F(W/(2T)) = 1 for cutoff W, coupling g and temperature T. -/
def Thouless (W g T : ℝ) : Prop := g * bubble (W / (2 * T)) = 1

/-- The constant C of the Cooper logarithm: the infimum of F(L) - ln L over L > 0. -/
def logConstant : ℝ := sInf ((fun L => bubble L - Real.log L) '' Ioi 0)

/-- For x > 0, tanh x is positive, at most 1 and at most 2x, and 1 - tanh x is at most 1/x. -/
theorem tanh_bounds {x : ℝ} (hx : 0 < x) :
    0 < Real.tanh x ∧ Real.tanh x ≤ 1 ∧ Real.tanh x ≤ 2 * x ∧ 1 - Real.tanh x ≤ x⁻¹ := by
  have hu : Real.exp (2 * x) = Real.exp x * Real.exp x := by rw [two_mul, Real.exp_add]
  have hform : Real.tanh x = (Real.exp (2 * x) - 1) / (Real.exp (2 * x) + 1) := by
    have := Real.exp_pos x
    rw [Real.tanh_eq_sinh_div_cosh, Real.sinh_eq, Real.cosh_eq, Real.exp_neg, hu,
      div_eq_div_iff (by positivity) (by positivity)]
    field_simp
  have h1 := Real.add_one_le_exp (2 * x)
  have h2 : (-(2 * x) + 1) * Real.exp (2 * x) ≤ 1 := by
    have h := mul_le_mul_of_nonneg_right (Real.add_one_le_exp (-(2 * x)))
      (Real.exp_pos (2 * x)).le
    rwa [← Real.exp_add, neg_add_cancel, Real.exp_zero] at h
  generalize Real.exp (2 * x) = u at hform h1 h2
  have hp : 0 < u + 1 := by linarith
  have ht : Real.tanh x * (u + 1) = u - 1 := (eq_div_iff hp.ne').1 hform
  have hle : Real.tanh x ≤ 1 := by
    rw [hform, div_le_iff₀ hp]; linarith
  refine ⟨?_, hle, ?_, ?_⟩
  · rw [hform]; exact div_pos (by linarith) hp
  · rw [hform, div_le_iff₀ hp]; nlinarith
  · rw [inv_eq_one_div, le_div_iff₀ hx]
    nlinarith [mul_nonneg (sub_nonneg.2 hle) (sub_nonneg.2 h1)]

/-- The kernel is bounded by 2 in modulus and integrable on every finite interval, and
F'(x) = tanh(x)/x for x > 0. -/
theorem kernel_regular :
    (∀ x, |kernel x| ≤ 2) ∧ (∀ a b, IntervalIntegrable kernel volume a b) ∧
      ∀ x, 0 < x → HasDerivAt bubble (kernel x) x := by
  have hpos : ∀ x, 0 < x → |kernel x| ≤ 2 := by
    intro x hx
    obtain ⟨h0, -, h2, -⟩ := tanh_bounds hx
    unfold kernel
    rw [abs_of_pos (div_pos h0 hx), div_le_iff₀ hx]
    exact h2
  have hb : ∀ x, |kernel x| ≤ 2 := by
    intro x
    rcases lt_trichotomy x 0 with h | h | h
    · have he : kernel (-x) = kernel x := by
        unfold kernel; rw [Real.tanh_neg, neg_div_neg_eq]
      rw [← he]; exact hpos _ (neg_pos.2 h)
    · simp [h, kernel]
    · exact hpos x h
  have hc : Continuous Real.tanh := by
    have : Real.tanh = fun x => Real.sinh x / Real.cosh x :=
      funext Real.tanh_eq_sinh_div_cosh
    rw [this]
    exact Real.continuous_sinh.div Real.continuous_cosh fun x => (Real.cosh_pos x).ne'
  have hm : Measurable kernel := hc.measurable.div measurable_id
  have hi : ∀ a b, IntervalIntegrable kernel volume a b := by
    intro a b
    have h2 : IntervalIntegrable (fun _ : ℝ => (2 : ℝ)) volume a b :=
      continuous_const.intervalIntegrable a b
    exact h2.mono_fun' hm.aestronglyMeasurable (ae_of_all _ hb)
  refine ⟨hb, hi, fun x hx => ?_⟩
  have hk : ContinuousAt kernel x := hc.continuousAt.div continuousAt_id hx.ne'
  exact intervalIntegral.integral_hasDerivAt_right (hi 0 x)
    hm.stronglyMeasurable.stronglyMeasurableAtFilter hk

/-- The bubble is continuous, strictly increasing on L ≥ 0, and F(L) ≤ 2L for L > 0. -/
theorem bubble_shape :
    Continuous bubble ∧ StrictMonoOn bubble (Ici 0) ∧ ∀ L, 0 < L → bubble L ≤ 2 * L := by
  obtain ⟨hb, hi, hd⟩ := kernel_regular
  have hc : Continuous bubble := intervalIntegral.continuous_primitive hi 0
  refine ⟨hc, strictMonoOn_of_deriv_pos (convex_Ici 0) hc.continuousOn ?_, fun L hL => ?_⟩
  · rw [interior_Ici]
    intro x hx
    rw [(hd x hx).deriv]
    exact div_pos (tanh_bounds hx).1 hx
  · have h := intervalIntegral.norm_integral_le_of_norm_le_const
      (a := 0) (b := L) (C := 2) (f := kernel) (fun x _ => hb x)
    rw [sub_zero, abs_of_pos hL] at h
    exact (le_abs_self _).trans h

/-- Cooper logarithm with error bound: C ≤ F(L) - ln L ≤ C + 1/L for every L > 0. -/
theorem log_bounds {L : ℝ} (hL : 0 < L) :
    logConstant ≤ bubble L - Real.log L ∧ bubble L - Real.log L ≤ logConstant + L⁻¹ := by
  have hd := kernel_regular.2.2
  have mono : ∀ f f' : ℝ → ℝ, (∀ x, 0 < x → HasDerivAt f (f' x) x) →
      (∀ x, 0 < x → 0 ≤ f' x) → MonotoneOn f (Ioi 0) := by
    intro f f' hf hp
    refine monotoneOn_of_deriv_nonneg (convex_Ioi 0)
      (fun x hx => (hf x hx).continuousAt.continuousWithinAt) ?_ ?_
    · rw [interior_Ioi]
      exact fun x hx => (hf x hx).differentiableAt.differentiableWithinAt
    · rw [interior_Ioi]
      intro x hx
      rw [(hf x hx).deriv]
      exact hp x hx
  -- ln L - F(L) increases since tanh ≤ 1
  have m1 := mono (fun x => Real.log x - bubble x) (fun x => x⁻¹ - kernel x)
    (fun x hx => (Real.hasDerivAt_log hx.ne').fun_sub (hd x hx)) (fun x hx => by
      have e : x⁻¹ - kernel x = (1 - Real.tanh x) / x := by unfold kernel; ring
      exact e ▸ div_nonneg (sub_nonneg.2 (tanh_bounds hx).2.1) hx.le)
  -- F(L) - ln L - 1/L increases since 1 - tanh x ≤ 1/x
  have m2 := mono (fun x => bubble x - Real.log x - x⁻¹)
    (fun x => kernel x - x⁻¹ - -(x ^ 2)⁻¹)
    (fun x hx => ((hd x hx).fun_sub (Real.hasDerivAt_log hx.ne')).fun_sub
      (hasDerivAt_inv hx.ne')) (fun x hx => by
      have e : kernel x - x⁻¹ - -(x ^ 2)⁻¹ = (x⁻¹ - (1 - Real.tanh x)) / x := by
        unfold kernel; ring
      exact e ▸ div_nonneg (sub_nonneg.2 (tanh_bounds hx).2.2.2) hx.le)
  have key : ∀ a, 0 < a →
      bubble a - Real.log a - a⁻¹ ∈ lowerBounds ((fun L => bubble L - Real.log L) '' Ioi 0) := by
    rintro a ha _ ⟨b, hb, rfl⟩
    have hm : 0 < max a b := lt_max_of_lt_left ha
    have h1 := m1 hb hm (le_max_right a b)
    have h2 := m2 ha hm (le_max_left a b)
    have h3 := inv_pos.2 hm
    simp only at h1 h2 ⊢
    linarith
  refine ⟨csInf_le ⟨_, key 1 one_pos⟩ ⟨L, hL, rfl⟩, ?_⟩
  have h : bubble L - Real.log L - L⁻¹ ≤ logConstant :=
    le_csInf ⟨_, ⟨L, hL, rfl⟩⟩ (key L hL)
  linarith

/-- F(L) - ln L converges to C as L tends to infinity. -/
theorem log_limit : Tendsto (fun L => bubble L - Real.log L) atTop (𝓝 logConstant) := by
  have hup : Tendsto (fun L : ℝ => logConstant + L⁻¹) atTop (𝓝 logConstant) := by
    simpa using (tendsto_inv_atTop_zero (𝕜 := ℝ)).const_add logConstant
  exact tendsto_of_tendsto_of_tendsto_of_le_of_le' tendsto_const_nhds hup
    ((eventually_gt_atTop 0).mono fun L hL => (log_bounds hL).1)
    ((eventually_gt_atTop 0).mono fun L hL => (log_bounds hL).2)

/-- For W, g > 0 the Thouless condition has exactly one positive solution T. -/
theorem thouless_existsUnique {W g : ℝ} (hW : 0 < W) (hg : 0 < g) :
    ∃! T, 0 < T ∧ Thouless W g T := by
  obtain ⟨hc, hm, -⟩ := bubble_shape
  have hb := Real.exp_pos (1 / g - logConstant)
  have h0 : bubble 0 = 0 := by simp [bubble]
  have hg' : 0 < 1 / g := by positivity
  have h1 := (log_bounds hb).1
  rw [Real.log_exp] at h1
  obtain ⟨L, hL, hF⟩ := intermediate_value_Icc hb.le hc.continuousOn
    (show 1 / g ∈ Icc (bubble 0) _ from ⟨by linarith, by linarith⟩)
  have hL0 : 0 < L := lt_of_le_of_ne hL.1 (by rintro rfl; linarith)
  refine existsUnique_of_exists_of_unique ⟨W / (2 * L), by positivity, ?_⟩ ?_
  · have e : W / (2 * (W / (2 * L))) = L := by field_simp
    unfold Thouless
    rw [e, hF]
    field_simp
  · rintro S T ⟨hS, h1⟩ ⟨hT, h2⟩
    have e : bubble (W / (2 * S)) = bubble (W / (2 * T)) :=
      mul_left_cancel₀ hg.ne' (Eq.trans h1 (Eq.symm h2))
    have e2 := hm.injOn (mem_Ici.2 (by positivity)) (mem_Ici.2 (by positivity)) e
    rw [div_eq_div_iff (by positivity) (by positivity)] at e2
    linarith [mul_left_cancel₀ hW.ne' e2]

/-- For W, g > 0, a positive solution T of the Thouless condition obeys (W/2) e^C ≤ T e^(1/g) ≤
(W/2) e^C e^(2g). -/
theorem critical_bounds {W g T : ℝ} (hW : 0 < W) (hg : 0 < g) (hT : 0 < T)
    (h : Thouless W g T) :
    W / 2 * Real.exp logConstant ≤ T * Real.exp (1 / g) ∧
      T * Real.exp (1 / g) ≤ W / 2 * Real.exp logConstant * Real.exp (2 * g) := by
  unfold Thouless at h
  have hL : 0 < W / (2 * T) := by positivity
  have hF : bubble (W / (2 * T)) = 1 / g :=
    (eq_div_iff hg.ne').2 (by rw [mul_comm]; exact h)
  have key : T * Real.exp (1 / g) =
      W / 2 * Real.exp (bubble (W / (2 * T)) - Real.log (W / (2 * T))) := by
    rw [Real.exp_sub, Real.exp_log hL, hF]
    field_simp
  generalize W / (2 * T) = L at h hL key
  -- weak coupling forces a large reduced cutoff
  have hinv : L⁻¹ ≤ 2 * g := by
    rw [inv_eq_one_div, div_le_iff₀ hL]
    nlinarith [mul_le_mul_of_nonneg_left (bubble_shape.2.2 L hL) hg.le]
  obtain ⟨b1, b2⟩ := log_bounds hL
  rw [key, mul_assoc, ← Real.exp_add]
  exact ⟨mul_le_mul_of_nonneg_left (Real.exp_le_exp.2 b1) (by positivity),
    mul_le_mul_of_nonneg_left (Real.exp_le_exp.2 (by linarith)) (by positivity)⟩

/-- For W > 0 there is a function T(g) giving the unique positive solution of the Thouless
condition for each g > 0, and T(g) e^(1/g) tends to the positive number (W/2) e^C as g → 0⁺. -/
theorem weak_coupling_law {W : ℝ} (hW : 0 < W) :
    ∃ T : ℝ → ℝ, (∀ g, 0 < g → ∀ t, (0 < t ∧ Thouless W g t) ↔ t = T g) ∧
      0 < W / 2 * Real.exp logConstant ∧
      Tendsto (fun g => T g * Real.exp (1 / g)) (𝓝[>] 0)
        (𝓝 (W / 2 * Real.exp logConstant)) := by
  have hex : ∀ g, 0 < g → ∃ T, (0 < T ∧ Thouless W g T) ∧
      ∀ t, (0 < t ∧ Thouless W g t) → t = T := fun g hg => thouless_existsUnique hW hg
  choose! T h1 h2 using hex
  refine ⟨T, fun g hg t => ⟨h2 g hg t, fun e => e ▸ h1 g hg⟩, by positivity, ?_⟩
  have hc : Continuous fun g : ℝ => W / 2 * Real.exp logConstant * Real.exp (2 * g) := by
    fun_prop
  have hup := (hc.tendsto' 0 (W / 2 * Real.exp logConstant) (by simp)).mono_left
    (nhdsWithin_le_nhds (s := Ioi 0))
  refine tendsto_of_tendsto_of_tendsto_of_le_of_le' tendsto_const_nhds hup ?_ ?_ <;>
    filter_upwards [self_mem_nhdsWithin] with g hg
  · exact (critical_bounds hW hg (h1 g hg).1 (h1 g hg).2).1
  · exact (critical_bounds hW hg (h1 g hg).1 (h1 g hg).2).2

/-- For W, g, T, Tc > 0, the ladder series with terms (g F(W/(2T)))^n converges exactly when T lies
above the solution Tc of the Thouless condition. -/
theorem ladder_summable_iff {W g T Tc : ℝ} (hW : 0 < W) (hg : 0 < g) (hT : 0 < T)
    (hTc : 0 < Tc) (h : Thouless W g Tc) :
    Summable (fun n : ℕ => (g * bubble (W / (2 * T))) ^ n) ↔ Tc < T := by
  unfold Thouless at h
  have hm := bubble_shape.2.1
  have hL : 0 < W / (2 * T) := by positivity
  have hLc : 0 < W / (2 * Tc) := by positivity
  have h0 : bubble 0 = 0 := by simp [bubble]
  have hpos : 0 < bubble (W / (2 * T)) := by
    have := hm (mem_Ici.2 le_rfl) (mem_Ici.2 hL.le) hL
    linarith
  have e1 : g * bubble (W / (2 * T)) < 1 ↔ bubble (W / (2 * T)) < bubble (W / (2 * Tc)) := by
    rw [← h]
    exact ⟨fun a => lt_of_mul_lt_mul_left a hg.le, fun a => mul_lt_mul_of_pos_left a hg⟩
  rw [summable_geometric_iff_norm_lt_one, Real.norm_eq_abs, abs_of_pos (mul_pos hg hpos), e1,
    hm.lt_iff_lt (mem_Ici.2 hL.le) (mem_Ici.2 hLc.le),
    div_lt_div_iff_of_pos_left hW (by positivity) (by positivity)]
  constructor <;> intro a <;> linarith

end

end ThoulessCriterion
```

```lean
#print axioms ThoulessCriterion.log_limit
-- 'ThoulessCriterion.log_limit' depends on axioms: [propext, Classical.choice, Quot.sound]
#print axioms ThoulessCriterion.weak_coupling_law
-- 'ThoulessCriterion.weak_coupling_law' depends on axioms: [propext, Classical.choice, Quot.sound]
#print axioms ThoulessCriterion.ladder_summable_iff
-- 'ThoulessCriterion.ladder_summable_iff' depends on axioms: [propext, Classical.choice, Quot.sound]
```

## Reading the statements

All quantities are real numbers. `kernel` is k, `bubble` is F as an interval integral against Lebesgue measure, and `Thouless W g T` is the proposition g F(W/(2T)) = 1, carrying no sign conditions of its own; positivity appears as hypotheses such as `hW`, `hg`, `hT`. Lean's convention for division makes `kernel 0` equal to 0 although k(x) → 1 as x → 0, and one point does not change the integral. `logConstant` is C, the `sInf` of the image of `Ioi 0`, the half-line L > 0, under D.

`log_bounds` and `log_limit` are the two-sided estimate for every L > 0 and the limit along `atTop`. `thouless_existsUnique` states with `∃!` that exactly one T is positive and satisfies the condition. `critical_bounds` holds for every g > 0, small or not. `weak_coupling_law` fixes W > 0 and provides a function T such that, for each g > 0, a number t is a positive solution if and only if t = T(g); nothing is said about its values at g ≤ 0. The filter `𝓝[>] 0` is the approach to 0 from above, and the limit is stated to be (W/2) e^C and positive. `ladder_summable_iff` takes a positive solution `Tc` as given and starts the series at n = 0; it states convergence exactly for Tc < T, so T = Tc, where every term is 1, is on the divergent side. The value of the sum is not part of the statement.

C is defined as an infimum and is never evaluated. The familiar closed form is C = ln(4e^γ/π) with γ Euler's constant, which turns the prefactor into (2e^γ/π) W ≈ 1.13 W. That closed form is quoted here without proof. Like the diagrammatic reduction above and the examples at the end, it is not among the theorems of the file. Self-energy corrections, a varying density of states, retardation and finite pair momentum are absent from the model.

## How the lemmas follow the derivation

`tanh_bounds` establishes the quotient form `hform`, obtains u ≥ 1 + 2x as `h1` and (1 − 2x)u ≤ 1 as `h2`, both from `Real.add_one_le_exp`, and then replaces e^(2x) by a variable `u`, after which the four inequalities are polynomial.

`kernel_regular` treats x < 0 by evenness, shows that k is measurable as a quotient of continuous tanh by x, and gets integrability by domination with the constant 2. The derivative F′(x) = k(x) is the fundamental theorem of calculus, `intervalIntegral.integral_hasDerivAt_right`, which needs continuity of k only at the point x > 0. `bubble_shape` applies `strictMonoOn_of_deriv_pos` on `Ici 0`, where only interior derivatives are required, and bounds the integral by 2 times the length of the interval.

In `log_bounds` the helper `mono` turns a non-negative derivative on the open half-line into monotonicity. `m1` applies it to −D and `m2` to E, with the derivatives factored as above. `key` is the chain through max(a, b). Then `csInf_le`, with E(1) as witness of boundedness from below, gives C ≤ D(L), and `le_csInf` gives E(L) ≤ C. `log_limit` squeezes D between C and C + 1/L.

`thouless_existsUnique` uses `intermediate_value_Icc` on [0, L₁], excludes L = 0 because F(0) = 0 < 1/g, and proves uniqueness by cancelling g, using injectivity `hm.injOn`, and cancelling W. In `critical_bounds`, `key` is the identity for T e^(1/g) and `hinv` is 1/L ≤ 2g. `weak_coupling_law` assembles the solutions into a function with `choose!` and squeezes, using continuity of (W/2) e^C e^(2g) at g = 0. `ladder_summable_iff` rewrites along the chain of equivalences, starting from `summable_geometric_iff_norm_lt_one`.

## Repulsion, negative T and strong coupling

Without g > 0 existence fails. For g = −1 and W = 2 the left side is −F(1/T) < 0 at every T > 0 and never equals 1: with a constant repulsion in place of the attraction, this model has no Thouless temperature. Without T > 0 the ladder statement fails; the following value of T is a formal test of the hypothesis and not a temperature of the model. Since k is even, F is odd, so at T = −2Tc the ratio is −g F(W/(4Tc)), of modulus below 1; the series converges although Tc < T is false.

In the opposite limit g → ∞ the solution L is small, F(L) = L − L³/9 + …, and the condition becomes gL ≈ 1, that is T ≈ gW/2. This is a property of the scalar equation and should not be read as a superconducting transition temperature at strong coupling. This is compatible with 1/L ≤ 2g, which reads T ≤ gW. The bounds of `critical_bounds` remain true there, but the factor e^(2g) between them grows exponentially while T e^(1/g) grows linearly, so they determine T closely only for small g.
